# Attenuation per point scatterer tends to the cross section in a dilute Foldy–Lax medium

Take identical point scatterers of real scattering length \(a\neq0\), placed independently at random, and approximate the amplitude of each by the real number \(-a\). Each then has a cross section \(4\pi a^2\), so a beam passing through many of them should weaken. At density \(n\), however, the Foldy–Lax dispersion relation gives the averaged wave a wavenumber \(K\) with \(K^2=k^2-4\pi na\), where \(k>0\) is the vacuum wavenumber. For small \(n\) this \(K\) is real, and the beam loses nothing. The missing ingredient is the imaginary part of the amplitude, which unitarity fixes.

## From the amplitude to the damping of the mean wave

The full s-wave amplitude and its total cross section are
\[
f=-\frac{a}{1+ika},\qquad \sigma=4\pi|f|^2 .
\]
The medium is described by
\[
K^2=k^2+4\pi nf,\qquad \operatorname{Re}K>0 .
\]
This dispersion relation is assumed. It stands for the approximation that each scatterer, placed independently of the others, is excited by the average field.

**Unitarity.** Write \(f=x+iy\). The equation \(f(1+ika)=-a\) splits into
\[
x-kay=-a,\qquad y+kax=0 .
\]
Multiply the first by \(y\), the second by \(x\), and subtract:
\[
-ka(x^2+y^2)=-ay .
\]
For \(a\neq0\) this is \(\operatorname{Im}f=k|f|^2\); for \(a=0\) both sides vanish.

Conversely, let \(y=k|f|^2\) with \(x\neq0\), and set \(a=-|f|^2/x\). Then \(y+kax=y-k|f|^2=0\). Also \(x(x-kay)=x^2+y^2=-ax\), and dividing by \(x\) gives the first equation.

**Branch.** Let \(w\) be a square root of \(k^2+4\pi nf\). If \(\operatorname{Re}w=0\), then \(w^2\) is real and nonpositive, so \(4\pi nk|f|^2=0\). Hence \(nf=0\) and \(w^2=k^2>0\), a contradiction. So exactly one of \(\pm w\) has positive real part.

**Attenuation.** The imaginary part of the dispersion relation is
\[
2\operatorname{Re}K\operatorname{Im}K=4\pi nk|f|^2=n\sigma k,
\qquad\text{so}\qquad
2\operatorname{Im}K=\frac{n\sigma k}{\operatorname{Re}K}.
\]

**Dilute limit.** From \((K-k)(K+k)=4\pi nf\) and \(|K+k|\ge\operatorname{Re}K+k\ge k\),
\[
|K-k|\le\frac{4\pi n|f|}{k}\to0\qquad(n\to0^+).
\]
Therefore \(\operatorname{Re}K\to k\), and \(2\operatorname{Im}K/n=\sigma k/\operatorname{Re}K\to\sigma\).

## Amplitude, cross section and branch as Lean definitions

```lean
import Mathlib

open Filter
open scoped Real Topology

namespace FoldyLaxMedium

noncomputable section
```

The amplitude is a complex number computed from two real parameters. Its sign convention is that of an outgoing wave \(e^{ikr}/r\).

```lean
/-- The s-wave amplitude `f = -a / (1 + i k a)` of a point scatterer with scattering length `a`
at wavenumber `k`. -/
def pointAmplitude (k a : ℝ) : ℂ := -(a : ℂ) / (1 + Complex.I * k * a)
```

The factor \(4\pi\) is the total solid angle, since an isotropic \(|f|^2\) is integrated over all directions.

```lean
/-- The total cross section `σ = 4π |f|²` of an isotropic scatterer with amplitude `f`. -/
def crossSection (f : ℂ) : ℝ := 4 * π * ‖f‖ ^ 2
```

The wavenumber is specified by a predicate: `IsMediumWavenumber k n f K` says that \(K\) solves the dispersion relation and lies on the branch \(\operatorname{Re}K>0\).

```lean
/-- `K` is the wavenumber in a medium of density `n`: it solves the Foldy-Lax dispersion relation
`K² = k² + 4π n f` on the branch `Re K > 0`. -/
def IsMediumWavenumber (k n : ℝ) (f K : ℂ) : Prop :=
  K ^ 2 = ((k ^ 2 : ℝ) : ℂ) + ((4 * π * n : ℝ) : ℂ) * f ∧ 0 < K.re
```

Alternatively, \(K(n)\) could have been defined as the principal complex square root. The limit theorem would then need no hypothesis on \(K\), but its proof would have to establish the branch condition. With the predicate, the theorem applies to any function that meets the two conditions, however it was obtained.

## Unitarity of the point scatterer

The first lemma is the pair of real equations for \(x\) and \(y\). The denominator is nonzero because its real part is 1, so the fraction can be cleared and real and imaginary parts compared.

```lean
/-- The equation `f (1 + i k a) = -a` for the point-scatterer amplitude, written in real and
imaginary parts. -/
theorem eq_pointAmplitude_iff (k a : ℝ) (f : ℂ) :
    f = pointAmplitude k a ↔
      f.re - k * a * f.im = -a ∧ f.im + k * a * f.re = 0 := by
  have hden : (1 + Complex.I * k * a : ℂ) ≠ 0 := by
    intro h
    have h1 := congrArg Complex.re h
    simp at h1
  rw [pointAmplitude, eq_div_iff hden, Complex.ext_iff]
  simp only [Complex.mul_re, Complex.mul_im, Complex.add_re, Complex.add_im, Complex.one_re,
    Complex.one_im, Complex.I_re, Complex.I_im, Complex.ofReal_re, Complex.ofReal_im,
    Complex.neg_re, Complex.neg_im]
  constructor
  · rintro ⟨h1, h2⟩
    constructor <;> linarith
  · rintro ⟨h1, h2⟩
    constructor <;> linarith
```

In the optical theorem, `linear_combination f.im * h1 - f.re * h2` is the elimination done above, and the case \(a=0\) is treated separately.

```lean
/-- Optical theorem for the point scatterer: `Im f = k |f|²`. -/
theorem optical_theorem (k a : ℝ) :
    (pointAmplitude k a).im = k * ‖pointAmplitude k a‖ ^ 2 := by
  obtain ⟨h1, h2⟩ := (eq_pointAmplitude_iff k a _).1 rfl
  rw [Complex.sq_norm, Complex.normSq_apply]
  generalize pointAmplitude k a = f at *
  by_cases ha : a = 0
  · subst ha
    have hx : f.re = 0 := by linarith
    have hy : f.im = 0 := by linarith
    rw [hx, hy]
    ring
  · -- eliminate the scattering length between the two real equations
    have h : a * (f.im - k * (f.re * f.re + f.im * f.im)) = 0 := by
      linear_combination f.im * h1 - f.re * h2
    have h' := (mul_eq_zero.1 h).resolve_left ha
    linarith
```

The converse takes the scattering length from \(a\,\operatorname{Re}f=-|f|^2\). The condition `f.re ≠ 0` excludes the unitary limit \(f=i/k\), which no finite \(a\) reaches. It also excludes \(f=0\), the trivial case \(a=0\).

```lean
/-- An amplitude with nonzero real part obeys `Im f = k |f|²` exactly when it is the amplitude of
a point scatterer with some real scattering length. -/
theorem optical_theorem_iff (k : ℝ) (f : ℂ) (hre : f.re ≠ 0) :
    f.im = k * ‖f‖ ^ 2 ↔ ∃ a : ℝ, f = pointAmplitude k a := by
  constructor
  · intro h
    rw [Complex.sq_norm, Complex.normSq_apply] at h
    -- the scattering length is read off from the real part of `1 / f`
    obtain ⟨a, ha⟩ : ∃ a : ℝ, a * f.re = -(f.re * f.re + f.im * f.im) :=
      ⟨-(f.re * f.re + f.im * f.im) / f.re, div_mul_cancel₀ _ hre⟩
    refine ⟨a, (eq_pointAmplitude_iff k a f).2 ?_⟩
    have h2 : f.im + k * a * f.re = 0 := by linear_combination h + k * ha
    refine ⟨?_, h2⟩
    apply mul_right_cancel₀ hre
    linear_combination ha - f.im * h2
  · rintro ⟨a, rfl⟩
    exact optical_theorem k a
```

## The wavenumber at finite density

The next results hold for any amplitude obeying the optical theorem; for \(k>0\) this adds only the unitary limit \(f=i/k\) to the point-scatterer form. Existence starts from a square root supplied by algebraic closedness, rules out a vanishing real part, and flips the sign if necessary. Uniqueness factors \(L^2-K^2\) for two solutions \(L\) and \(K\). The theorem assumes \(k>0\) and allows every real `n`, though only nonnegative values are densities.

```lean
/-- For an amplitude obeying the optical theorem, the medium has exactly one wavenumber with
positive real part at every value of `n`. -/
theorem existsUnique_wavenumber {k : ℝ} (hk : 0 < k) (n : ℝ) {f : ℂ}
    (hf : f.im = k * ‖f‖ ^ 2) : ∃! K : ℂ, IsMediumWavenumber k n f K := by
  have hex : ∃ K : ℂ, IsMediumWavenumber k n f K := by
    obtain ⟨w, hw⟩ := IsAlgClosed.exists_pow_nat_eq
      (((k ^ 2 : ℝ) : ℂ) + ((4 * π * n : ℝ) : ℂ) * f) (n := 2) (by norm_num)
    -- a purely imaginary root would need a real, nonpositive right-hand side
    have hre : w.re ≠ 0 := by
      intro h0
      have h1 := congrArg Complex.re hw
      have h2 := congrArg Complex.im hw
      simp only [pow_two, Complex.mul_re, Complex.mul_im, Complex.add_re, Complex.add_im,
        Complex.ofReal_re, Complex.ofReal_im] at h1 h2
      rw [h0] at h1 h2
      rw [hf] at h2
      have h3 : 4 * π * n * (k * ‖f‖ ^ 2) = 0 := by linarith
      have h4 : 4 * π * n * f.re = 0 := by
        rcases mul_eq_zero.1 h3 with h | h
        · rw [h, zero_mul]
        · have h5 := (mul_eq_zero.1 h).resolve_left hk.ne'
          have h6 : f = 0 := norm_eq_zero.1 ((pow_eq_zero_iff two_ne_zero).1 h5)
          simp [h6]
      nlinarith [mul_self_nonneg w.im, mul_pos hk hk]
    rcases lt_or_gt_of_ne hre with h | h
    · refine ⟨-w, ?_, ?_⟩
      · rw [neg_sq, hw]
      · rw [Complex.neg_re]
        linarith
    · exact ⟨w, hw, h⟩
  obtain ⟨K, hK⟩ := hex
  refine ⟨K, hK, fun L hL => ?_⟩
  have h : (L - K) * (L + K) = 0 := by linear_combination hL.1 - hK.1
  rcases mul_eq_zero.1 h with h | h
  · exact sub_eq_zero.1 h
  · have h1 := congrArg Complex.re h
    rw [Complex.add_re, Complex.zero_re] at h1
    linarith [hL.2, hK.2]
```

The attenuation law takes the imaginary part of the dispersion relation, inserts `hf`, and divides by \(\operatorname{Re}K\). It is exact within the model, with no expansion in \(n\).

```lean
/-- Exact attenuation law: `2 Im K = n σ k / Re K` for an amplitude obeying the optical theorem. -/
theorem attenuation {k n : ℝ} {f K : ℂ} (hf : f.im = k * ‖f‖ ^ 2)
    (hK : IsMediumWavenumber k n f K) :
    2 * K.im = n * crossSection f * k / K.re := by
  have h := congrArg Complex.im hK.1
  simp only [pow_two, Complex.mul_im, Complex.add_im,
    Complex.ofReal_re, Complex.ofReal_im] at h
  rw [hf] at h
  rw [eq_div_iff hK.2.ne', crossSection]
  linear_combination h
```

The bound on the shift takes norms in the factored equation and uses \(k\le|K+k|\).

```lean
/-- The medium wavenumber differs from the vacuum one by at most `4π n |f| / k`. -/
theorem wavenumber_shift_le {k n : ℝ} {f K : ℂ} (hk : 0 < k) (hn : 0 ≤ n)
    (hK : IsMediumWavenumber k n f K) : ‖K - k‖ ≤ 4 * π * n * ‖f‖ / k := by
  have h : (K - k) * (K + k) = ((4 * π * n : ℝ) : ℂ) * f := by
    have h1 := hK.1
    rw [Complex.ofReal_pow] at h1
    linear_combination h1
  have hnorm : ‖K - k‖ * ‖K + k‖ = 4 * π * n * ‖f‖ := by
    rw [← norm_mul, h, norm_mul, Complex.norm_real, Real.norm_of_nonneg (by positivity)]
  have hsum : k ≤ ‖K + k‖ := by
    have h1 := (le_abs_self _).trans (Complex.abs_re_le_norm (K + k))
    rw [Complex.add_re, Complex.ofReal_re] at h1
    linarith [hK.2]
  rw [le_div_iff₀ hk, ← hnorm]
  exact mul_le_mul_of_nonneg_left hsum (norm_nonneg _)
```

## The limit of vanishing density

Here `K : ℝ → ℂ` gives a wavenumber for each density. The expression `∀ᶠ n in 𝓝[>] (0 : ℝ)` means "for all sufficiently small positive \(n\)", and only there must the dispersion relation and the branch condition hold. Continuity of \(K\) is not assumed; \(K\to k\) follows from the bound by squeezing.

After `generalize`, the proof retains only the optical theorem for \(f\). It then passes to real parts, takes the limit of \(\sigma k/\operatorname{Re}K\), and identifies this quotient with \(2\operatorname{Im}K/n\) by the attenuation law.

```lean
/-- Foldy-Lax medium of point scatterers: at small density `2 Im K = n σ k / Re K`, and the
attenuation per scatterer `2 Im K / n` tends to the cross section `σ` as `n → 0+`. -/
theorem foldy_lax_dilute_limit {k : ℝ} (hk : 0 < k) (a : ℝ) (K : ℝ → ℂ)
    (hK : ∀ᶠ n in 𝓝[>] (0 : ℝ), IsMediumWavenumber k n (pointAmplitude k a) (K n)) :
    (∀ᶠ n in 𝓝[>] (0 : ℝ),
      2 * (K n).im = n * crossSection (pointAmplitude k a) * k / (K n).re) ∧
    Tendsto (fun n => 2 * (K n).im / n) (𝓝[>] (0 : ℝ))
      (𝓝 (crossSection (pointAmplitude k a))) := by
  have hf := optical_theorem k a
  generalize pointAmplitude k a = f at *
  refine ⟨hK.mono fun n hn => attenuation hf hn, ?_⟩
  -- the medium wavenumber tends to the vacuum wavenumber
  have hbound : Tendsto (fun n : ℝ => 4 * π * n * ‖f‖ / k) (𝓝[>] (0 : ℝ)) (𝓝 0) := by
    have hc : Continuous (fun n : ℝ => 4 * π * n * ‖f‖ / k) := by fun_prop
    have h0 := hc.tendsto 0
    have hz : 4 * π * 0 * ‖f‖ / k = 0 := by ring
    rw [hz] at h0
    exact h0.mono_left nhdsWithin_le_nhds
  have hlim : Tendsto K (𝓝[>] (0 : ℝ)) (𝓝 (k : ℂ)) := by
    refine tendsto_iff_norm_sub_tendsto_zero.2
      (squeeze_zero' (Eventually.of_forall fun n => norm_nonneg _) ?_ hbound)
    filter_upwards [hK, self_mem_nhdsWithin] with n hn hpos
    exact wavenumber_shift_le hk (le_of_lt (Set.mem_Ioi.1 hpos)) hn
  have hre : Tendsto (fun n => (K n).re) (𝓝[>] (0 : ℝ)) (𝓝 k) :=
    (Complex.continuous_re.tendsto (k : ℂ)).comp hlim
  -- insert this limit into the exact attenuation law
  have h := (tendsto_const_nhds (x := crossSection f * k)).div hre hk.ne'
  rw [mul_div_cancel_right₀ _ hk.ne'] at h
  refine h.congr' ?_
  filter_upwards [hK, self_mem_nhdsWithin] with n hn hpos
  have hn0 : n ≠ 0 := (Set.mem_Ioi.1 hpos).ne'
  have hr0 : (K n).re ≠ 0 := hn.2.ne'
  show crossSection f * k / (K n).re = 2 * (K n).im / n
  rw [attenuation hf hn]
  field_simp
```

For a plane wave \(e^{iKx}\), the intensity is \(e^{-2\operatorname{Im}K\,x}\), so the attenuation law gives its decay rate directly.

```lean
/-- For an amplitude obeying the optical theorem, the intensity `|exp(i K x)|²` of the wave `exp(i K
x)` in the medium is `exp(-(n σ k / Re K) x)`. -/
theorem intensity_decay {k n : ℝ} {f K : ℂ} (hf : f.im = k * ‖f‖ ^ 2)
    (hK : IsMediumWavenumber k n f K) (x : ℝ) :
    ‖Complex.exp (Complex.I * K * x)‖ ^ 2 =
      Real.exp (-(n * crossSection f * k / K.re * x)) := by
  have h := attenuation hf hK
  have hx : (Complex.I * K * x).re = -(K.im * x) := by simp
  rw [Complex.norm_exp, hx, sq, ← Real.exp_add, ← h]
  congr 1
  ring

end

end FoldyLaxMedium
```

```lean
#print axioms FoldyLaxMedium.optical_theorem_iff
-- 'FoldyLaxMedium.optical_theorem_iff' depends on axioms: [propext, Classical.choice, Quot.sound]
#print axioms FoldyLaxMedium.existsUnique_wavenumber
-- 'FoldyLaxMedium.existsUnique_wavenumber' depends on axioms: [propext, Classical.choice, Quot.sound]
#print axioms FoldyLaxMedium.foldy_lax_dilute_limit
-- 'FoldyLaxMedium.foldy_lax_dilute_limit' depends on axioms: [propext, Classical.choice, Quot.sound]
#print axioms FoldyLaxMedium.intensity_decay
-- 'FoldyLaxMedium.intensity_decay' depends on axioms: [propext, Classical.choice, Quot.sound]
```

## Checking a computed wavenumber

In multiple-scattering calculations, the result links the damping of the mean wave to single-site scattering, for identical, elastic, s-wave scatterers with uncorrelated positions. Absorption, higher partial waves and corrections from correlated positions lie beyond this model.

A program for this model can start from a real s-wave phase shift \(\delta\), form \(f=e^{i\delta}\sin\delta/k\), and take the complex square root of \(k^2+4\pi nf\) with positive real part. Comparing \(2\operatorname{Re}K\operatorname{Im}K\) with \(n\sigma k\) at a positive density then tests whether the amplitude obeys the optical theorem and whether the factors of \(4\pi\) in the dispersion relation and the cross section agree. It does not test the value of \(\delta\), since every real phase shift gives an amplitude obeying the optical theorem. The real amplitude \(-a\) from the opening fails this test: at small positive density the first quantity is zero and the second is positive.
